# Coordinate scaling of $\int n^p$ for a nonnegative density in $d$ dimensions

## Question

Let $n \ge 0$ be a density on $d$-dimensional Euclidean space and, for $l > 0$, let $n_l(x) = l^d\, n(lx)$ be the uniformly scaled density. The claim is that for a real exponent $p$
$$\int n_l(x)^p\, d^dx = l^{\,d(p-1)} \int n(x)^p\, d^dx ,$$
so that for $d \ge 1$ the exponents $1$, $1 + 1/d$ and $1 + 2/d$ give the factors $1$, $l$ and $l^2$. How can this be stated and proved in Lean 4 with Mathlib, with convergence of the integrals handled properly? Does the factor determine the exponent, and what follows for an energy built from the integrals with exponents $1 + 1/d$ and $1 + 2/d$?

## Answer

### Definitions and conventions

Position space is `Space d`, an abbreviation for `EuclideanSpace ℝ (Fin d)`, and every integral is taken with Lebesgue measure over the whole space. A density is a function `n : Space d → ℝ`, and the hypothesis `hn : ∀ x, 0 ≤ n x` makes it nonnegative at every point. No smoothness, decay or normalisation is assumed. The definition `scaled l n` is $n_l$, with `l • x` the point $lx$. In this convention $l > 1$ compresses the density towards the origin and raises its amplitude.

The predicate `HasIntegral f I` says that $f$ is Lebesgue integrable and $\int f = I$, and `HasPowerIntegral n p I` says this for $f = n^p$ with real $p$. A scaling theorem in these terms assumes convergence for $n$ and concludes convergence for $n_l$ along with the value. For $p < 0$ Lean's real power sets $0^p = 0$, so the integral of $n^p$ then runs only over the region where $n > 0$.

For real constants $A$ and $B$ of either sign, `localEnergy A B n` is
$$E[n] = A \int n^{1+2/d}\, d^dx - B \int n^{1+1/d}\, d^dx .$$
The letters $T = \int n^{1+2/d}$ and $X = \int n^{1+1/d}$ denote the bare integrals, so the two energy terms are $AT$ and $-BX$. For $d = 3$ the exponents are $5/3$ and $4/3$, those of the Thomas–Fermi kinetic energy and of local exchange in density-functional theory, but the model is purely local and has no external-potential or Hartree term.

### Derivation by hand

Since $l^d > 0$ and $n(lx) \ge 0$, the power of the product splits:
$$n_l(x)^p = \bigl(l^d\bigr)^p\, n(lx)^p = l^{\,dp}\, n(lx)^p .$$
The substitution $y = lx$ has $d^dy = l^d\, d^dx$, so for an integrable $f$ the function $x \mapsto f(lx)$ is integrable and
$$\int f(lx)\, d^dx = l^{-d} \int f(y)\, d^dy .$$
With $f = n^p$ and $I = \int n^p$ the two factors multiply:
$$\int n_l^p\, d^dx = l^{\,dp}\, l^{-d}\, I = l^{\,d(p-1)}\, I .$$

For the particle number $N = \int n$ no power has to be split, and $\int n_l = l^d\, l^{-d} N = N$ whatever the sign of $n$. For $d \ge 1$ and real $k$, the exponent $p = 1 + k/d$ gives $d(p-1) = k$, so the factor is $l^k$, which is $l$ for $k = 1$ and $l^2$ for $k = 2$.

Conversely, for $d \ge 1$, suppose $I \ne 0$ and $\int n_l^p = l^k I$ for one value $l \ne 1$. Cancelling $I$ gives $l^{\,d(p-1)} = l^k$. Taking logarithms gives $d(p-1) \ln l = k \ln l$, and $\ln l \ne 0$, so $d(p-1) = k$ and $p = 1 + k/d$.

Inserting the factors $l^2$ and $l$ into the model energy gives
$$E[n_l] = A T\, l^2 - B X\, l \qquad (l > 0).$$
Its derivative is $2ATl - BX$. If $l \mapsto E[n_l]$ has a local minimum at $l = 1$, the derivative vanishes there and $2AT = BX$.

### The file

```lean
import Mathlib

open MeasureTheory Filter Topology

namespace DensityPowerScaling

noncomputable section

/-- Position space: `d`-dimensional Euclidean space, integrated with Lebesgue measure. -/
abbrev Space (d : ℕ) := EuclideanSpace ℝ (Fin d)

variable {d : ℕ}

/-- The uniformly scaled density `n_l(x) = l^d n(l x)`. -/
def scaled (l : ℝ) (n : Space d → ℝ) : Space d → ℝ := fun x => l ^ d * n (l • x)

/-- The function `f` is integrable over all space and its integral has the value `I`. -/
def HasIntegral (f : Space d → ℝ) (I : ℝ) : Prop := Integrable f ∧ ∫ x, f x = I

/-- The power `n^p` of the density is integrable and its integral has the value `I`. -/
def HasPowerIntegral (n : Space d → ℝ) (p I : ℝ) : Prop := HasIntegral (fun x => n x ^ p) I

/-- The local model energy `A ∫ n^(1+2/d) - B ∫ n^(1+1/d)`. -/
def localEnergy (A B : ℝ) (n : Space d → ℝ) : ℝ :=
  A * (∫ x, n x ^ (1 + 2 / (d : ℝ))) - B * ∫ x, n x ^ (1 + 1 / (d : ℝ))

/-- For a nonnegative density and `l > 0`, pointwise `n_l(x)^p = l^(d p) n(l x)^p`. -/
theorem scaled_rpow {n : Space d → ℝ} (hn : ∀ x, 0 ≤ n x) {l : ℝ} (hl : 0 < l) (p : ℝ)
    (x : Space d) : scaled l n x ^ p = l ^ ((d : ℝ) * p) * n (l • x) ^ p := by
  rw [Real.rpow_mul hl.le, Real.rpow_natCast]
  unfold scaled
  exact Real.mul_rpow (pow_pos hl d).le (hn _)

/-- Dilating the coordinates by `l > 0` keeps a function integrable and divides its
integral by `l^d`. -/
theorem hasIntegral_dilation {f : Space d → ℝ} {I l : ℝ} (hl : 0 < l) (h : HasIntegral f I) :
    HasIntegral (fun x => f (l • x)) ((l ^ d)⁻¹ * I) := by
  refine ⟨h.1.comp_smul hl.ne', ?_⟩
  have hrank : Module.finrank ℝ (Space d) = d := by simp
  have hpos : 0 < (l ^ d)⁻¹ := by positivity
  -- the Jacobian of x ↦ l x is l^d
  have key := Measure.integral_comp_smul (volume : Measure (Space d)) f l
  rw [hrank, abs_of_pos hpos, h.2, smul_eq_mul] at key
  exact key

/-- Scaling law: if `n ≥ 0` and `∫ n^p = I` converges, then for `l > 0` the integral
`∫ n_l^p` converges and equals `l^(d (p - 1)) I`. -/
theorem power_integral_scaling {n : Space d → ℝ} (hn : ∀ x, 0 ≤ n x) {l p I : ℝ}
    (hl : 0 < l) (h : HasPowerIntegral n p I) :
    HasPowerIntegral (scaled l n) p (l ^ ((d : ℝ) * (p - 1)) * I) := by
  obtain ⟨h1, h2⟩ := hasIntegral_dilation hl h
  have h1' : Integrable (fun x : Space d => n (l • x) ^ p) := h1
  have h2' : ∫ x : Space d, n (l • x) ^ p = (l ^ d)⁻¹ * I := h2
  have hfun : (fun x => scaled l n x ^ p)
      = fun x : Space d => l ^ ((d : ℝ) * p) * n (l • x) ^ p :=
    funext (scaled_rpow hn hl p)
  -- amplitude factor l^(d p) times Jacobian factor l^(-d)
  have hfac : l ^ ((d : ℝ) * (p - 1)) = l ^ ((d : ℝ) * p) * (l ^ d)⁻¹ := by
    rw [mul_sub, mul_one, Real.rpow_sub hl, Real.rpow_natCast, div_eq_mul_inv]
  unfold HasPowerIntegral
  rw [hfun]
  refine ⟨h1'.const_mul _, ?_⟩
  show ∫ x : Space d, l ^ ((d : ℝ) * p) * n (l • x) ^ p = _
  rw [integral_const_mul, h2', hfac, mul_assoc]

/-- Exponent `1`, factor `1`: if `∫ n = N` converges, then `∫ n_l` converges to the same `N`
for `l > 0`. -/
theorem particle_number_invariant {n : Space d → ℝ} {l N : ℝ} (hl : 0 < l)
    (h : HasIntegral n N) : HasIntegral (scaled l n) N := by
  obtain ⟨h1, h2⟩ := hasIntegral_dilation hl h
  have h2' : ∫ x : Space d, n (l • x) = (l ^ d)⁻¹ * N := h2
  refine ⟨h1.const_mul (l ^ d), ?_⟩
  show ∫ x : Space d, l ^ d * n (l • x) = N
  rw [integral_const_mul, h2', ← mul_assoc, mul_inv_cancel₀ (pow_pos hl d).ne', one_mul]

/-- In dimension `d ≥ 1` the convergent integral of `n^(1 + k/d)` is multiplied by `l^k`
under scaling by `l > 0`, for `n ≥ 0` and any real `k`. -/
theorem scaling_of_degree (hd : 1 ≤ d) {n : Space d → ℝ} (hn : ∀ x, 0 ≤ n x) {l k I : ℝ}
    (hl : 0 < l) (h : HasPowerIntegral n (1 + k / d) I) :
    HasPowerIntegral (scaled l n) (1 + k / d) (l ^ k * I) := by
  have hd' : (d : ℝ) ≠ 0 := Nat.cast_ne_zero.mpr (by omega)
  have he : (d : ℝ) * (1 + k / d - 1) = k := by
    rw [add_sub_cancel_left, mul_div_assoc', mul_div_cancel_left₀ _ hd']
  have key := power_integral_scaling hn hl h
  rwa [he] at key

/-- In dimension `d ≥ 1` the convergent integrals of `n^(1 + 1/d)` and `n^(1 + 2/d)` are
multiplied by `l` and by `l^2` under scaling by `l > 0`, for `n ≥ 0`. -/
theorem scaling_linear_and_quadratic (hd : 1 ≤ d) {n : Space d → ℝ} (hn : ∀ x, 0 ≤ n x)
    {l : ℝ} (hl : 0 < l) :
    (∀ X, HasPowerIntegral n (1 + 1 / d) X →
      HasPowerIntegral (scaled l n) (1 + 1 / d) (l * X)) ∧
    (∀ T, HasPowerIntegral n (1 + 2 / d) T →
      HasPowerIntegral (scaled l n) (1 + 2 / d) (l ^ 2 * T)) := by
  constructor
  · intro X hX
    have key := scaling_of_degree hd hn hl hX
    rwa [Real.rpow_one] at key
  · intro T hT
    have key := scaling_of_degree hd hn hl hT
    rwa [Real.rpow_two] at key

/-- In dimension `d ≥ 1` the scaling factor fixes the exponent: if `n ≥ 0`, the integral
`∫ n^p = I` converges with `I ≠ 0`, `l > 0` and `l ≠ 1`, then
`∫ n_l^p = l^k I` holds exactly when `p = 1 + k/d`. -/
theorem exponent_iff_degree (hd : 1 ≤ d) {n : Space d → ℝ} (hn : ∀ x, 0 ≤ n x)
    {l p k I : ℝ} (hl : 0 < l) (hl1 : l ≠ 1) (hI : I ≠ 0) (h : HasPowerIntegral n p I) :
    ∫ x, scaled l n x ^ p = l ^ k * I ↔ p = 1 + k / d := by
  have hd' : (d : ℝ) ≠ 0 := Nat.cast_ne_zero.mpr (by omega)
  constructor
  · intro hk
    have h1 : ∫ x, scaled l n x ^ p = l ^ ((d : ℝ) * (p - 1)) * I :=
      (power_integral_scaling hn hl h).2
    have h2 : l ^ ((d : ℝ) * (p - 1)) = l ^ k := mul_right_cancel₀ hI (h1.symm.trans hk)
    -- compare exponents through the logarithm, which is nonzero for l ≠ 1
    have h3 := congrArg Real.log h2
    rw [Real.log_rpow hl, Real.log_rpow hl] at h3
    have h4 : (d : ℝ) * (p - 1) = k :=
      mul_right_cancel₀ (Real.log_ne_zero_of_pos_of_ne_one hl hl1) h3
    rw [← h4, mul_div_cancel_left₀ _ hd']
    ring
  · intro hp
    subst hp
    exact (scaling_of_degree hd hn hl h).2

/-- For `d ≥ 1` and `n ≥ 0`, with `T = ∫ n^(1+2/d)` and `X = ∫ n^(1+1/d)` convergent,
the model energy of the scaled
density is `A T l^2 - B X l` for `l > 0`. -/
theorem localEnergy_scaled (hd : 1 ≤ d) {n : Space d → ℝ} (hn : ∀ x, 0 ≤ n x)
    (A B : ℝ) {T X l : ℝ} (hT : HasPowerIntegral n (1 + 2 / d) T)
    (hX : HasPowerIntegral n (1 + 1 / d) X) (hl : 0 < l) :
    localEnergy A B (scaled l n) = A * T * l ^ 2 - B * X * l := by
  obtain ⟨h1, h2⟩ := scaling_linear_and_quadratic hd hn hl
  have e1 : ∫ x, scaled l n x ^ (1 + 1 / (d : ℝ)) = l * X := (h1 X hX).2
  have e2 : ∫ x, scaled l n x ^ (1 + 2 / (d : ℝ)) = l ^ 2 * T := (h2 T hT).2
  unfold localEnergy
  rw [e1, e2]
  ring

/-- For `d ≥ 1` and `n ≥ 0`, with `T = ∫ n^(1+2/d)` and `X = ∫ n^(1+1/d)` convergent:
if the model energy of `n_l`, as a function of `l`, has a local minimum
at `l = 1`, then `2 A T = B X`. -/
theorem localEnergy_virial (hd : 1 ≤ d) {n : Space d → ℝ} (hn : ∀ x, 0 ≤ n x)
    {A B T X : ℝ} (hT : HasPowerIntegral n (1 + 2 / d) T)
    (hX : HasPowerIntegral n (1 + 1 / d) X)
    (hmin : IsLocalMin (fun l => localEnergy A B (scaled l n)) 1) :
    2 * (A * T) = B * X := by
  -- near l = 1 the energy is a quadratic polynomial in l
  have heq : (fun l => localEnergy A B (scaled l n))
      =ᶠ[𝓝 (1 : ℝ)] fun l => A * T * l ^ 2 - B * X * l := by
    filter_upwards [Ioi_mem_nhds (one_pos : (0 : ℝ) < 1)] with l hl
    exact localEnergy_scaled hd hn A B hT hX hl
  have hpoly : HasDerivAt (fun l : ℝ => A * T * l ^ 2 - B * X * l) (A * T * 2 - B * X) 1 :=
    (((hasDerivAt_pow 2 (1 : ℝ)).const_mul (A * T)).fun_sub
      ((hasDerivAt_id' (1 : ℝ)).const_mul (B * X))).congr_deriv
      (by norm_num)
  -- stationarity at the minimum
  have h0 := hmin.hasDerivAt_eq_zero (hpoly.congr_of_eventuallyEq heq)
  linarith

end

end DensityPowerScaling
```

```lean
#print axioms DensityPowerScaling.particle_number_invariant
-- 'DensityPowerScaling.particle_number_invariant' depends on axioms: [propext, Classical.choice, Quot.sound]
#print axioms DensityPowerScaling.scaling_linear_and_quadratic
-- 'DensityPowerScaling.scaling_linear_and_quadratic' depends on axioms: [propext, Classical.choice, Quot.sound]
#print axioms DensityPowerScaling.exponent_iff_degree
-- 'DensityPowerScaling.exponent_iff_degree' depends on axioms: [propext, Classical.choice, Quot.sound]
#print axioms DensityPowerScaling.localEnergy_virial
-- 'DensityPowerScaling.localEnergy_virial' depends on axioms: [propext, Classical.choice, Quot.sound]
```

### The statements in words

`power_integral_scaling` is the main result: if $n \ge 0$, $l > 0$ and $n^p$ is integrable with integral $I$, then $n_l^p$ is integrable with integral $l^{\,d(p-1)} I$. It holds for every natural number $d$, including $d = 0$, where the factor is $1$. `particle_number_invariant` is the case of exponent $1$, stated with `HasIntegral` and without `hn`. The theorems that contain $1/d$ carry `hd : 1 ≤ d`. Among them `scaling_of_degree` gives the factor $l^k$ for any real $k$, and `scaling_linear_and_quadratic` gives $lX$ and $l^2 T$. The divisions in `1 + k / d` and `1 + 1 / d` are real divisions, because the exponent argument is real.

`exponent_iff_degree` is an equivalence at a single fixed $l > 0$ with $l \ne 1$: given a convergent $I \ne 0$, the equation $\int n_l^p = l^k I$ holds exactly when $p = 1 + k/d$. It concerns pure powers of the density and does not classify general local functionals $\int f(n)$ by their scaling.

`localEnergy_scaled` and `localEnergy_virial` assume through `hT` and `hX` that both integrals converge. The hypothesis `hmin` is assumed and not derived: the file does not show that any density has such a minimum, and minimality is required only along the one-parameter family $n_l$. With the kinetic term $K = AT$ and the interaction term $V = -BX$, the conclusion reads $2K + V = 0$. This has the form of the Coulomb virial relation, but here it is a necessary condition for the two-term model energy to have a local minimum at $l = 1$ along the family $n_l$, and it says nothing about eigenstates of a Hamiltonian.

### How the proof follows the derivation

`scaled_rpow` is the pointwise step. It rewrites $l^{\,dp}$ as $(l^d)^p$ with `Real.rpow_mul` and `Real.rpow_natCast`, the second converting the real exponent $d$ to the natural one used in `scaled`, and then applies `Real.mul_rpow`, which is where $n \ge 0$ enters.

`hasIntegral_dilation` is the substitution. Integrability comes from `h.1.comp_smul`, and the value from `Measure.integral_comp_smul`, whose factor is the absolute value of the inverse of $l$ raised to the dimension of the space. The step `hrank` identifies that dimension with $d$, and `abs_of_pos hpos` removes the absolute value.

In `power_integral_scaling`, `hfun` replaces the integrand by $l^{\,dp} n(lx)^p$, `integral_const_mul` moves the constant out of the integral, and `hfac` is the identity $l^{\,d(p-1)} = l^{\,dp}\,(l^d)^{-1}$. `particle_number_invariant` uses the same dilation lemma and cancels $l^d$ against its inverse. In `scaling_of_degree` the step `he` is $d\,(1 + k/d - 1) = k$. The forward direction of `exponent_iff_degree` runs as by hand: `h2` cancels $I$, `h3` takes logarithms and `h4` cancels $\ln l$. The backward direction substitutes $p$ and calls `scaling_of_degree`.

In `localEnergy_virial`, `hpoly` differentiates the polynomial at $l = 1$, `hmin.hasDerivAt_eq_zero` sets the derivative $2AT - BX$ to zero, and `linarith` rearranges.

### A reusable technique

The formula for $E[n_l]$ is proved only for $l > 0$, whereas `hmin` speaks of a function on all real $l$. The proof bridges this with eventual equality. The statement `heq` says that the energy and the polynomial agree on some neighbourhood of $1$, written `=ᶠ[𝓝 (1 : ℝ)]`. The tactic `filter_upwards`, given `Ioi_mem_nhds`, reduces this to checking equality at each $l > 0$, and `hpoly.congr_of_eventuallyEq heq` transfers the derivative from the polynomial to the energy. The same pattern applies whenever a closed form is known only on an open parameter range and a derivative is needed at an interior point.
